# For a fixed Hermitian Hamiltonian, the error from inexact Crank–Nicolson solves is at most the sum of the residual norms

Let $H$ be a Hermitian operator on a finite-dimensional complex inner product space, and let $\tau$ be a real time step. Suppose that the vectors $x_0,x_1,x_2,\dots$ satisfy the Crank–Nicolson equation up to residuals $r_k$:

$$(1+i\tau H/2)\,x_{k+1}=(1-i\tau H/2)\,x_k+r_k .$$

Then, for every $n$,

$$\|x_n-U^n x_0\|\le\sum_{k<n}\|r_k\|,\qquad U=(1+i\tau H/2)^{-1}(1-i\tau H/2).$$

For propagation under a fixed, finite-dimensional Hamiltonian, this turns the stopping tolerance of the linear solver into a bound on the error of the propagated state. The bound measures the distance from the exact Crank–Nicolson iterate. The distance of that iterate from $e^{-in\tau H}x_0$, which is the time-discretisation error, is a separate matter.

## States, Hamiltonian and the two factors

The state space is `E`, a complex inner product space. Units have $\hbar=1$.

```lean
import Mathlib

open Finset

namespace InexactCrankNicolson

noncomputable section

variable {E : Type*} [NormedAddCommGroup E] [InnerProductSpace ℂ E]
```

Both sides of the scheme use the same family of operators,

$$A(s)=1+isH,\qquad s\in\mathbb R .$$

The new state is multiplied by $A(\tau/2)$ and the old one by $A(-\tau/2)$. In Lean, $A(s)$ is `cnFactor H s`. The type `Module.End ℂ E` is that of linear maps from `E` to itself, with composition as multiplication.

```lean
/-- The operator `1 + i s H`; the Crank-Nicolson scheme uses it with `s = τ/2` on the
new state and with `s = -τ/2` on the old state. -/
def cnFactor (H : E →ₗ[ℂ] E) (s : ℝ) : Module.End ℂ E :=
  1 + (Complex.I * (s : ℂ)) • H
```

The exact step is $U=A(\tau/2)^{-1}A(-\tau/2)$, written `cnStep H τ`. The function `Ring.inverse` returns zero for an operator that is not invertible, so the definition has its intended meaning only once $A(\tau/2)$ is known to be invertible. That is shown below.

```lean
/-- The exact Crank-Nicolson step `(1 + i τ H/2)⁻¹ (1 - i τ H/2)`, or zero if `1 + i τ H/2` is not
invertible. -/
def cnStep (H : E →ₗ[ℂ] E) (τ : ℝ) : Module.End ℂ E :=
  Ring.inverse (cnFactor H (τ / 2)) * cnFactor H (-(τ / 2))
```

Applied to a vector, the factor gives $A(s)x=x+isHx$, which holds by definition.

```lean
lemma cnFactor_apply (H : E →ₗ[ℂ] E) (s : ℝ) (x : E) :
    cnFactor H s x = x + (Complex.I * (s : ℂ)) • H x := rfl
```

## Hermiticity removes the cross term

Expanding the squared norm gives

$$\|x+isHx\|^2=\|x\|^2+2\,\mathrm{Re}\,\langle x,isHx\rangle+s^2\|Hx\|^2 .$$

The inner product is linear in its second argument, so $\langle x,isHx\rangle=is\langle x,Hx\rangle$. The expectation value $\langle x,Hx\rangle$ is real because $H$ is Hermitian. The middle term is therefore the real part of an imaginary number, and

$$\|A(s)x\|^2=\|x\|^2+s^2\|Hx\|^2 .$$

Hermiticity enters as `H.IsSymmetric`, which says that $\langle Hx,y\rangle=\langle x,Hy\rangle$ for all $x,y$. In the proof, `him` is the reality of the expectation value, `hre` the vanishing of the cross term and `hn` the value of the last term.

```lean
variable {H : E →ₗ[ℂ] E}

/-- For Hermitian `H`, the squared norm of `(1 + i s H) x` is `‖x‖² + s² ‖H x‖²`. -/
theorem norm_sq_cnFactor (hH : H.IsSymmetric) (s : ℝ) (x : E) :
    ‖cnFactor H s x‖ ^ 2 = ‖x‖ ^ 2 + s ^ 2 * ‖H x‖ ^ 2 := by
  -- the expectation value of `H` is real, so the cross term vanishes
  have him : (inner ℂ x (H x)).im = 0 := by
    have h : (starRingEnd ℂ) (inner ℂ x (H x)) = inner ℂ x (H x) := by
      rw [inner_conj_symm]
      exact hH x x
    exact Complex.conj_eq_iff_im.mp h
  have hre : RCLike.re (inner ℂ x ((Complex.I * (s : ℂ)) • H x)) = 0 := by
    rw [inner_smul_right]
    change (Complex.I * (s : ℂ) * inner ℂ x (H x)).re = 0
    simp [Complex.mul_re, Complex.mul_im, him]
  have hn : ‖(Complex.I * (s : ℂ)) • H x‖ ^ 2 = s ^ 2 * ‖H x‖ ^ 2 := by
    rw [norm_smul, norm_mul, Complex.norm_I, one_mul, Complex.norm_real,
      Real.norm_eq_abs, mul_pow, sq_abs]
  rw [cnFactor_apply, norm_add_sq (𝕜 := ℂ), hre, hn]
  ring
```

The identity also gives a lower bound on how much the implicit factor stretches a vector. Suppose that $\|Hv\|\ge m\|v\|$ for all $v$, with $m\ge0$. Then

$$\|A(\tau/2)d\|^2=\|d\|^2+\frac{\tau^2}{4}\|Hd\|^2\ge\Bigl(1+\frac{\tau^2m^2}{4}\Bigr)\|d\|^2 ,$$

and taking square roots gives

$$\sqrt{1+(\tau m/2)^2}\;\|d\|\le\|A(\tau/2)d\| .$$

In finite dimension, the condition `hgap` says that every energy eigenvalue has absolute value at least $m$. It concerns the distance of the spectrum from the zero of energy, and not the spacing between levels. The choice $m=0$ is always allowed.

```lean
/-- If `H` is Hermitian, `m ≥ 0` and `‖H v‖ ≥ m ‖v‖` for all `v`, then `1 + i τ H/2` stretches every
vector by at least `√(1 + (τ m/2)²)`. -/
theorem le_norm_cnFactor (hH : H.IsSymmetric) (τ : ℝ) {m : ℝ} (hm : 0 ≤ m)
    (hgap : ∀ v, m * ‖v‖ ≤ ‖H v‖) (d : E) :
    Real.sqrt (1 + (τ * m / 2) ^ 2) * ‖d‖ ≤ ‖cnFactor H (τ / 2) d‖ := by
  have h2 : (m * ‖d‖) ^ 2 ≤ ‖H d‖ ^ 2 := pow_le_pow_left₀ (by positivity) (hgap d) 2
  refine (pow_le_pow_iff_left₀ (by positivity) (norm_nonneg _) two_ne_zero).mp ?_
  rw [mul_pow, Real.sq_sqrt (by positivity), norm_sq_cnFactor hH]
  nlinarith [mul_le_mul_of_nonneg_left h2 (sq_nonneg (τ / 2))]
```

## The implicit equation has exactly one solution

If $A(s)x=0$, the norm identity reads $0=\|x\|^2+s^2\|Hx\|^2$. Both terms are non-negative, so $x=0$. An operator on a finite-dimensional space with trivial kernel is invertible, and this is where the finite dimension is used. No restriction on the size or sign of $\tau$ is needed.

```lean
variable [FiniteDimensional ℂ E]

/-- For Hermitian `H` and real `s`, the operator `1 + i s H` is invertible. -/
theorem isUnit_cnFactor (hH : H.IsSymmetric) (s : ℝ) : IsUnit (cnFactor H s) := by
  refine (LinearMap.isUnit_iff_ker_eq_bot _).mpr (LinearMap.ker_eq_bot'.mpr fun x hx => ?_)
  have h := norm_sq_cnFactor hH s x
  rw [hx, norm_zero] at h
  have h0 : ‖x‖ ^ 2 = 0 := by
    nlinarith [sq_nonneg ‖x‖, mul_nonneg (sq_nonneg s) (sq_nonneg ‖H x‖)]
  exact norm_eq_zero.mp ((pow_eq_zero_iff two_ne_zero).mp h0)
```

Multiplying by $A(\tau/2)$ or by its inverse now shows that

$$Ux=y\quad\Longleftrightarrow\quad A(\tau/2)y=A(-\tau/2)x .$$

The later proofs use $U$ mostly through this equation and seldom need the inverse itself.

```lean
/-- For Hermitian `H`, the exact step sends `x` to `y` if and only if `(1 + i τ H/2) y = (1 - i τ
H/2) x`. -/
theorem cnStep_eq_iff (hH : H.IsSymmetric) (τ : ℝ) (x y : E) :
    cnStep H τ x = y ↔ cnFactor H (τ / 2) y = cnFactor H (-(τ / 2)) x := by
  have hu := isUnit_cnFactor hH (τ / 2)
  constructor
  · rintro rfl
    exact LinearMap.congr_fun (Ring.mul_inverse_cancel _ hu) (cnFactor H (-(τ / 2)) x)
  · intro h
    change Ring.inverse (cnFactor H (τ / 2)) (cnFactor H (-(τ / 2)) x) = y
    rw [← h]
    exact LinearMap.congr_fun (Ring.inverse_mul_cancel _ hu) y
```

## The exact step preserves the norm

Given $x$, write $x=A(\tau/2)z$, which is possible because $A(\tau/2)$ is invertible. The two factors are polynomials in the same $H$, so they commute:

$$A(\tau/2)\,A(-\tau/2)z=A(-\tau/2)\,A(\tau/2)z=A(-\tau/2)x .$$

By the characterisation of the step, $Ux=A(-\tau/2)z$. The norm identity contains $s$ only as $s^2$, and hence

$$\|Ux\|=\|A(-\tau/2)z\|=\|A(\tau/2)z\|=\|x\| .$$

In the Lean proof, `hz` is the statement $UA(\tau/2)z=A(-\tau/2)z$, and the tactic `module` checks the commutation after both sides have been expanded. The final `neg_sq` is the remark about $s^2$.

```lean
/-- For Hermitian `H`, the exact Crank-Nicolson step preserves the norm of every state. -/
theorem norm_cnStep (hH : H.IsSymmetric) (τ : ℝ) (x : E) : ‖cnStep H τ x‖ = ‖x‖ := by
  -- write `x = (1 + i τ H/2) z`; the step then gives `(1 - i τ H/2) z`
  obtain ⟨z, rfl⟩ : ∃ z, cnFactor H (τ / 2) z = x :=
    ⟨Ring.inverse (cnFactor H (τ / 2)) x,
      LinearMap.congr_fun (Ring.mul_inverse_cancel _ (isUnit_cnFactor hH (τ / 2))) x⟩
  have hz : cnStep H τ (cnFactor H (τ / 2) z) = cnFactor H (-(τ / 2)) z := by
    rw [cnStep_eq_iff hH]
    simp only [cnFactor_apply, map_add, map_smul, Complex.ofReal_neg]
    module
  rw [hz]
  refine (sq_eq_sq₀ (norm_nonneg _) (norm_nonneg _)).mp ?_
  rw [norm_sq_cnFactor hH, norm_sq_cnFactor hH, neg_sq]
```

## Local errors add up without being amplified

Let $e_n=x_n-U^nx_0$ be the accumulated error, and let $d_n=x_{n+1}-Ux_n$ be the error made in step $n$ alone. Subtracting the exact equation for $Ux_n$ from the inexact one for $x_{n+1}$ gives

$$A(\tau/2)d_n=r_n .$$

With $c=\sqrt{1+(\tau m/2)^2}$, the stretching bound becomes $c\|d_n\|\le\|r_n\|$. The accumulated error obeys

$$e_{n+1}=(x_{n+1}-Ux_n)+U(x_n-U^nx_0)=d_n+Ue_n .$$

The triangle inequality and $\|Ue_n\|=\|e_n\|$ then yield

$$c\|e_{n+1}\|\le c\|d_n\|+c\|e_n\|\le\|r_n\|+c\|e_n\| .$$

Since $e_0=0$, induction on $n$ gives $c\|e_n\|\le\sum_{k<n}\|r_k\|$.

In Lean, the trajectory and the residuals are sequences `x r : ℕ → E`, and `hx` is the inexact equation for every $k$. A run that stops after finitely many steps fits this form, because it can be continued by exact steps with zero residual. The sum over `range n` runs over $k=0,\dots,n-1$. The step `generalize` replaces the square root by a letter `c`, of which the induction needs only the stretching bound and non-negativity. The `calc` block follows the displayed inequalities in order.

```lean
/-- If `H` is Hermitian, `m ≥ 0` and `‖H v‖ ≥ m ‖v‖` for all `v`, the accumulated error of inexact
Crank-Nicolson solves, multiplied by `√(1 + (τ m/2)²)`, is at most the sum of the residual norms. -/
theorem error_le_sum_residuals_of_gap (hH : H.IsSymmetric) (τ : ℝ) {m : ℝ} (hm : 0 ≤ m)
    (hgap : ∀ v, m * ‖v‖ ≤ ‖H v‖) (x r : ℕ → E)
    (hx : ∀ k, cnFactor H (τ / 2) (x (k + 1)) = cnFactor H (-(τ / 2)) (x k) + r k) (n : ℕ) :
    Real.sqrt (1 + (τ * m / 2) ^ 2) * ‖x n - (cnStep H τ ^ n) (x 0)‖
      ≤ ∑ k ∈ range n, ‖r k‖ := by
  have hres := le_norm_cnFactor hH τ hm hgap
  have hc := Real.sqrt_nonneg (1 + (τ * m / 2) ^ 2)
  generalize Real.sqrt (1 + (τ * m / 2) ^ 2) = c at hres hc ⊢
  induction n with
  | zero => simp
  | succ n ih =>
    -- the local error solves the implicit equation with the residual as source
    have hU := (cnStep_eq_iff hH τ (x n) _).mp rfl
    have hd : cnFactor H (τ / 2) (x (n + 1) - cnStep H τ (x n)) = r n := by
      rw [map_sub, hx n, hU]
      abel
    have h1 := hres (x (n + 1) - cnStep H τ (x n))
    rw [hd] at h1
    -- the earlier error is carried along without growth
    calc c * ‖x (n + 1) - (cnStep H τ ^ (n + 1)) (x 0)‖
        = c * ‖(x (n + 1) - cnStep H τ (x n))
            + cnStep H τ (x n - (cnStep H τ ^ n) (x 0))‖ := by
          rw [pow_succ', Module.End.mul_apply, map_sub, sub_add_sub_cancel]
      _ ≤ c * (‖x (n + 1) - cnStep H τ (x n)‖
            + ‖cnStep H τ (x n - (cnStep H τ ^ n) (x 0))‖) :=
          mul_le_mul_of_nonneg_left (norm_add_le _ _) hc
      _ = c * ‖x (n + 1) - cnStep H τ (x n)‖ + c * ‖x n - (cnStep H τ ^ n) (x 0)‖ := by
          rw [norm_cnStep hH, mul_add]
      _ ≤ ‖r n‖ + ∑ k ∈ range n, ‖r k‖ := add_le_add h1 ih
      _ = ∑ k ∈ range (n + 1), ‖r k‖ := by rw [sum_range_succ, add_comm]
```

For $m=0$ the prefactor is $1$ and the condition on $H$ holds trivially. This is the bound stated at the start.

```lean
/-- For Hermitian `H`, with residual `r k` left by the linear solve at step `k`, the computed state
`x n` differs from the exact `n`-fold Crank-Nicolson iterate of `x 0` by at most `∑ k < n, ‖r k‖`.
-/
theorem error_le_sum_residuals (hH : H.IsSymmetric) (τ : ℝ) (x r : ℕ → E)
    (hx : ∀ k, cnFactor H (τ / 2) (x (k + 1)) = cnFactor H (-(τ / 2)) (x k) + r k) (n : ℕ) :
    ‖x n - (cnStep H τ ^ n) (x 0)‖ ≤ ∑ k ∈ range n, ‖r k‖ := by
  have h := error_le_sum_residuals_of_gap hH τ le_rfl (fun v => by simp) x r hx n
  simpa using h
```

## Choosing the solver tolerance

In the direct iterative implementation of the scheme, one step forms the right-hand side $b_k=x_k-i(\tau/2)Hx_k$ and passes the equation $A(\tau/2)y=b_k$ to an iterative solver such as GMRES. In an orthonormal basis and without preconditioning, $H$ enters only through products with vectors. The solver stops at some $y$, which is stored as $x_{k+1}$, and the residual of the theorem is

$$r_k=A(\tau/2)x_{k+1}-b_k .$$

Many solvers define the residual with the opposite sign, which leaves its norm unchanged. If every solve ends with $\|r_k\|\le\varepsilon$, the error after $N$ steps is at most $N\varepsilon$. A total solver error of at most $\delta$ is therefore ensured by $\varepsilon=\delta/N$. At fixed final time $T=N\tau$ this is $\varepsilon=\delta\tau/T$, so the tolerance per solve that guarantees $\delta$ through this bound shrinks in proportion to the time step.

Two details matter when the bound is applied to solver output:

- **Relative tolerances.** A solver that stops at $\|r_k\|\le\eta\|b_k\|$ contributes up to $\eta\|b_k\|$ to the sum. By the norm identity, $\|b_k\|^2=\|x_k\|^2+(\tau/2)^2\|Hx_k\|^2$, which can be well above $\|x_k\|^2$ when the state has high-energy components.
- **Preconditioning.** Some preconditioned solvers report the norm of a transformed residual. The bound needs the norm of $r_k$ itself, in the inner product for which $H$ is Hermitian.

The theorem has a single $H$ for all steps. A Hamiltonian that changes in time, or one that depends on the state as in self-consistent propagation, is not covered.

## Norm drift of the computed state

The exact iterate keeps its norm, $\|U^nx_0\|=\|x_0\|$, by repeated use of norm preservation. The reverse triangle inequality then gives

$$\bigl|\|x_n\|-\|x_0\|\bigr|=\bigl|\|x_n\|-\|U^nx_0\|\bigr|\le\|x_n-U^nx_0\|\le\sum_{k<n}\|r_k\| .$$

For a normalised initial state, this bounds the deviation of $\|x_n\|$ from $1$. The implication runs one way only: a well-conserved norm does not show that the state is accurate, since an error may rotate the state without changing its length.

```lean
/-- For Hermitian `H`, the norm of the computed state drifts from its initial value by at most the
sum of the residual norms. -/
theorem norm_drift_le_sum_residuals (hH : H.IsSymmetric) (τ : ℝ) (x r : ℕ → E)
    (hx : ∀ k, cnFactor H (τ / 2) (x (k + 1)) = cnFactor H (-(τ / 2)) (x k) + r k) (n : ℕ) :
    |‖x n‖ - ‖x 0‖| ≤ ∑ k ∈ range n, ‖r k‖ := by
  have hpow : ∀ j : ℕ, ‖(cnStep H τ ^ j) (x 0)‖ = ‖x 0‖ := by
    intro j
    induction j with
    | zero => simp
    | succ j ih => rw [pow_succ', Module.End.mul_apply, norm_cnStep hH, ih]
  have h := abs_norm_sub_norm_le (x n) ((cnStep H τ ^ n) (x 0))
  rw [hpow n] at h
  exact h.trans (error_le_sum_residuals hH τ x r hx n)
```

## A zero-energy mode attains the bound

Let $H\varphi=0$, and let each residual be $r_k=c_k\varphi$ with real $c_k\ge0$ (these coefficients are unrelated to the stretching factor $c$ above). Then $A(s)\varphi=\varphi$ for every $s$, and so $U\varphi=\varphi$. Moving the residual to the left-hand side gives

$$A(\tau/2)(x_{k+1}-c_k\varphi)=A(-\tau/2)x_k ,$$

which means that $x_{k+1}=Ux_k+c_k\varphi$. By induction,

$$x_n=U^nx_0+\Bigl(\sum_{k<n}c_k\Bigr)\varphi .$$

All the errors point along $\varphi$ with the same sign, so their norms add:

$$\|x_n-U^nx_0\|=\sum_{k<n}c_k\|\varphi\|=\sum_{k<n}\|r_k\| .$$

With $\varphi\ne0$ and $c_k>0$ for some $k<n$, this is equality at a non-zero value. A bound valid for all Hermitian $H$ therefore cannot have a constant smaller than $1$ in front of the sum. In the proof, `hfix` and `hUφ` say that the factors and the step leave $\varphi$ unchanged, and `hsum` is the formula for $x_n$.

```lean
/-- If `H` is Hermitian, `H φ = 0` and every residual is a non-negative multiple of `φ`, the
accumulated error equals the sum of the residual norms. -/
theorem error_eq_sum_residuals_of_zero_mode (hH : H.IsSymmetric) (τ : ℝ) {φ : E}
    (hφ : H φ = 0) (c : ℕ → ℝ) (hc : ∀ k, 0 ≤ c k) (x : ℕ → E)
    (hx : ∀ k, cnFactor H (τ / 2) (x (k + 1))
      = cnFactor H (-(τ / 2)) (x k) + (c k : ℂ) • φ) (n : ℕ) :
    ‖x n - (cnStep H τ ^ n) (x 0)‖ = ∑ k ∈ range n, ‖(c k : ℂ) • φ‖ := by
  have hfix : ∀ s : ℝ, cnFactor H s φ = φ := fun s => by
    rw [cnFactor_apply, hφ, smul_zero, add_zero]
  have hUφ : cnStep H τ φ = φ := by rw [cnStep_eq_iff hH, hfix, hfix]
  -- the errors all point along `φ` and add up
  have hsum : ∀ j : ℕ, x j = (cnStep H τ ^ j) (x 0)
      + ((∑ k ∈ range j, c k : ℝ) : ℂ) • φ := by
    intro j
    induction j with
    | zero => simp
    | succ j ih =>
      have hs : cnStep H τ (x j) = x (j + 1) - (c j : ℂ) • φ := by
        rw [cnStep_eq_iff hH, map_sub, map_smul, hfix, hx j, add_sub_cancel_right]
      have hs' : x (j + 1) = cnStep H τ (x j) + (c j : ℂ) • φ := by
        rw [hs, sub_add_cancel]
      rw [hs', ih, map_add, map_smul, hUφ, pow_succ', Module.End.mul_apply,
        sum_range_succ, Complex.ofReal_add, add_smul, add_assoc]
  have hn : ∀ a : ℝ, 0 ≤ a → ‖(a : ℂ) • φ‖ = a * ‖φ‖ := fun a ha => by
    rw [norm_smul, Complex.norm_real, Real.norm_eq_abs, abs_of_nonneg ha]
  have hd : x n - (cnStep H τ ^ n) (x 0) = ((∑ k ∈ range n, c k : ℝ) : ℂ) • φ :=
    sub_eq_iff_eq_add'.mpr (hsum n)
  rw [hd, hn _ (sum_nonneg fun k _ => hc k), sum_mul]
  exact sum_congr rfl fun k _ => (hn _ (hc k)).symm

end

end InexactCrankNicolson
```

```lean
#print axioms InexactCrankNicolson.error_le_sum_residuals_of_gap
-- 'InexactCrankNicolson.error_le_sum_residuals_of_gap' depends on axioms: [propext, Classical.choice, Quot.sound]
#print axioms InexactCrankNicolson.norm_drift_le_sum_residuals
-- 'InexactCrankNicolson.norm_drift_le_sum_residuals' depends on axioms: [propext, Classical.choice, Quot.sound]
#print axioms InexactCrankNicolson.error_eq_sum_residuals_of_zero_mode
-- 'InexactCrankNicolson.error_eq_sum_residuals_of_zero_mode' depends on axioms: [propext, Classical.choice, Quot.sound]
```
